# The Fourier transform of the Yukawa potential

The Fourier transform of a potential $V$ is $\int V(r)\,e^{i\mathbf q\cdot\mathbf r}\,d^3r$, with no prefactor, and units are chosen so that a unit charge has the Coulomb potential $1/r$. The parameter $\kappa$ is the inverse screening length. Thomas-Fermi theory fixes it through the density of states at the Fermi level; here it is a given real number.

```lean
import Mathlib

open Real Filter Topology MeasureTheory Set

namespace YukawaFourier

noncomputable section
```

The Yukawa potential is $v_\kappa(r)=e^{-\kappa r}/r$, and $\kappa=0$ is the Coulomb case.

```lean
/-- The Yukawa potential `exp (-κ r) / r` of a unit charge, for `r ≠ 0`;
`κ = 0` is the Coulomb potential. -/
def yukawa (κ r : ℝ) : ℝ := Real.exp (-κ * r) / r
```

For a central potential and wave number $q$, the radial form of the transform is

$$\hat V(q)=4\pi\int_0^\infty r^2\,V(r)\,\mathrm{sinc}(qr)\,dr,$$

where $\mathrm{sinc}\,x=\sin x/x$ and $\mathrm{sinc}\,0=1$. The Lean definition starts from this form, not from the volume integral; part (a) supplies the angular average behind it. The set `Ioi 0` is the half-line $r>0$.

```lean
/-- The three-dimensional Fourier transform of a central potential `V` at wave number `q`,
with the angular integration already carried out. -/
def radialFourier (V : ℝ → ℝ) (q : ℝ) : ℝ :=
  4 * π * ∫ r in Ioi (0 : ℝ), r ^ 2 * V r * Real.sinc (q * r)
```

The Thomas-Fermi dielectric function $\varepsilon(q)=1+\kappa^2/q^2$ is taken as a definition and not derived from the electron gas.

```lean
/-- The Thomas-Fermi dielectric function `1 + κ² / q²`, for `q ≠ 0`. -/
def dielectric (κ q : ℝ) : ℝ := 1 + κ ^ 2 / q ^ 2
```

For the Coulomb potential the radial integral is stopped at a radius $R$, and the result is called $C(q,R)$.

```lean
/-- The radial Fourier integral of the Coulomb potential, cut off at radius `R`. -/
def truncatedCoulomb (q R : ℝ) : ℝ :=
  4 * π * ∫ r in (0 : ℝ)..R, r ^ 2 * yukawa 0 r * Real.sinc (q * r)
```

## (a) Averaging a plane wave over directions

With $u=\cos\theta$ uniform on $[-1,1]$, show for every real $x$ that

$$\frac12\int_{-1}^{1}e^{ixu}\,du=\mathrm{sinc}\,x .$$

**Solution.** At $x=0$ both sides are 1. Otherwise the left side is $(e^{ix}-e^{-ix})/(2ix)=\sin x/x$. Setting $x=qr$, multiplying by $V(r)$ and the shell volume $4\pi r^2\,dr$, and integrating over $r$ gives the radial form above.

In Lean the identity lives in the complex numbers. The proof splits off $x=0$, integrates the exponential, and uses Euler's formula at the two endpoints (`e1`, `e2`).

```lean
/-- The average of a plane wave over all directions, with `u` the cosine of the polar angle,
is the function `sinc`. -/
theorem plane_wave_average (x : ℝ) :
    (1 / 2 : ℂ) * ∫ u in (-1 : ℝ)..1, Complex.exp (x * Complex.I * u) = (Real.sinc x : ℂ) := by
  rcases eq_or_ne x 0 with rfl | hx
  · norm_num
  · have hx' : (x : ℂ) ≠ 0 := Complex.ofReal_ne_zero.mpr hx
    have hc : (x : ℂ) * Complex.I ≠ 0 := mul_ne_zero hx' Complex.I_ne_zero
    have e1 : Complex.exp (x * Complex.I * ((1 : ℝ) : ℂ))
        = Complex.cos x + Complex.sin x * Complex.I := by
      rw [Complex.ofReal_one, mul_one, Complex.exp_mul_I]
    have e2 : Complex.exp (x * Complex.I * ((-1 : ℝ) : ℂ))
        = Complex.cos x - Complex.sin x * Complex.I := by
      rw [show (x : ℂ) * Complex.I * ((-1 : ℝ) : ℂ) = (-x) * Complex.I by push_cast; ring,
        Complex.exp_mul_I, Complex.cos_neg, Complex.sin_neg]
      ring
    rw [integral_exp_mul_complex hc, Real.sinc_of_ne_zero hx, e1, e2, Complex.ofReal_div,
      Complex.ofReal_sin, mul_div_assoc', div_eq_div_iff hc hx']
    ring
```

## (b) Screening at large distance

For $\kappa>0$, show that $e^{-\kappa r}\to0$ as $r\to\infty$.

**Solution.** The exponent $-\kappa r$ tends to $-\infty$, where the exponential tends to 0. Lean composes these two limits; `atTop` stands for $r\to\infty$.

```lean
/-- The screening factor `exp (-κ r)` vanishes at large distance. -/
theorem tendsto_screening {κ : ℝ} (hκ : 0 < κ) :
    Tendsto (fun r : ℝ => Real.exp (-κ * r)) atTop (𝓝 0) :=
  Real.tendsto_exp_atBot.comp
    (Filter.Tendsto.const_mul_atTop_of_neg (neg_lt_zero.mpr hκ) tendsto_id)
```

## (c) Slope of the screening factor

For all real $\kappa$ and $r$, show that

$$\frac{d}{dr}e^{-\kappa r}=-\kappa e^{-\kappa r}.$$

**Solution.** This is the chain rule. `HasDerivAt` states both that the derivative exists and what it equals.

```lean
/-- The screening factor has derivative `-κ exp (-κ r)`. -/
theorem hasDerivAt_screening (κ r : ℝ) :
    HasDerivAt (fun r : ℝ => Real.exp (-κ * r)) (Real.exp (-κ * r) * (-κ)) r :=
  ((hasDerivAt_id' r).const_mul (-κ)).exp.congr_deriv (by simp)
```

## (d) The damped sine

For $\kappa>0$ and real $q$, show that the following integral converges absolutely and has the stated value:

$$\int_0^\infty e^{-\kappa r}\sin(qr)\,dr=\frac{q}{q^2+\kappa^2}.$$

**Solution.** The integrand is bounded in size by $e^{-\kappa r}$, which is integrable. Take

$$F(r)=-\frac{e^{-\kappa r}\,(\kappa\sin qr+q\cos qr)}{q^2+\kappa^2}.$$

Differentiating the numerator without its sign gives

$$e^{-\kappa r}\left(-\kappa^2\sin qr-\kappa q\cos qr+\kappa q\cos qr-q^2\sin qr\right).$$

The cosines cancel, so $F'(r)=e^{-\kappa r}\sin qr$. Since $|F(r)|\le e^{-\kappa r}(\kappa+|q|)/(q^2+\kappa^2)$, $F$ vanishes at infinity, and the integral is $-F(0)=q/(q^2+\kappa^2)$.

In Lean, `IntegrableOn` expresses absolute convergence. `hint` is the domination argument, `hb` the decay of the antiderivative, and the last `ring` the cancellation.

```lean
/-- The exponentially damped sine is integrable over `r > 0`, and its integral is
`q / (q² + κ²)`. -/
theorem integral_damped_sine {κ : ℝ} (hκ : 0 < κ) (q : ℝ) :
    IntegrableOn (fun r : ℝ => Real.exp (-κ * r) * Real.sin (q * r)) (Ioi 0) ∧
      ∫ r in Ioi (0 : ℝ), Real.exp (-κ * r) * Real.sin (q * r) = q / (q ^ 2 + κ ^ 2) := by
  have hD : q ^ 2 + κ ^ 2 ≠ 0 := by positivity
  have hint : IntegrableOn (fun r : ℝ => Real.exp (-κ * r) * Real.sin (q * r)) (Ioi 0) := by
    refine Integrable.mono' (exp_neg_integrableOn_Ioi 0 hκ)
      (Continuous.aestronglyMeasurable (by fun_prop)) (Eventually.of_forall fun r => ?_)
    rw [norm_mul, Real.norm_eq_abs, Real.norm_eq_abs, Real.abs_exp]
    exact mul_le_of_le_one_right (Real.exp_pos _).le (Real.abs_sin_le_one _)
  -- the antiderivative is a bounded oscillation times the screening factor
  have hb : Tendsto (fun r : ℝ => Real.exp (-κ * r) *
      (κ * Real.sin (q * r) + q * Real.cos (q * r))) atTop (𝓝 0) := by
    have h0 := (tendsto_screening hκ).mul_const (κ + |q|)
    rw [zero_mul] at h0
    refine squeeze_zero_norm (fun r => ?_) h0
    rw [norm_mul, Real.norm_eq_abs, Real.norm_eq_abs, Real.abs_exp]
    refine mul_le_mul_of_nonneg_left ((abs_add_le _ _).trans ?_) (Real.exp_pos _).le
    rw [abs_mul, abs_mul, abs_of_pos hκ]
    exact add_le_add (mul_le_of_le_one_right hκ.le (Real.abs_sin_le_one _))
      (mul_le_of_le_one_right (abs_nonneg q) (Real.abs_cos_le_one _))
  have hlim := hb.neg.div_const (q ^ 2 + κ ^ 2)
  rw [neg_zero, zero_div] at hlim
  refine ⟨hint, ?_⟩
  rw [integral_Ioi_of_hasDerivAt_of_tendsto' (fun r _ => ?_) hint hlim]
  · simp [neg_div]
  · have hs : HasDerivAt (fun r : ℝ => Real.sin (q * r)) (Real.cos (q * r) * q) r :=
      ((hasDerivAt_id' r).const_mul q).sin.congr_deriv (by simp)
    have hc : HasDerivAt (fun r : ℝ => Real.cos (q * r)) (-Real.sin (q * r) * q) r :=
      ((hasDerivAt_id' r).const_mul q).cos.congr_deriv (by simp)
    refine (((hasDerivAt_screening κ r).fun_mul
      ((hs.const_mul κ).fun_add (hc.const_mul q))).fun_neg.div_const _).congr_deriv ?_
    rw [div_eq_iff hD]
    ring
```

## (e) The first moment of the screening factor

For $\kappa>0$, show that $re^{-\kappa r}$ is integrable over $r>0$ and that

$$\int_0^\infty r\,e^{-\kappa r}\,dr=\frac1{\kappa^2}.$$

**Solution.** Let $G(r)=-(\kappa r+1)e^{-\kappa r}/\kappa^2$. Then

$$G'(r)=\frac{-\kappa+\kappa(\kappa r+1)}{\kappa^2}\,e^{-\kappa r}=r\,e^{-\kappa r}.$$

$G$ vanishes at infinity and $G(0)=-1/\kappa^2$, which gives the value.

Lean obtains integrability from the same antiderivative: its derivative is nonnegative and it has a finite limit.

```lean
/-- The function `r exp (-κ r)` is integrable over `r > 0`, and its integral is `1 / κ²`. -/
theorem integral_screening_moment {κ : ℝ} (hκ : 0 < κ) :
    IntegrableOn (fun r : ℝ => r * Real.exp (-κ * r)) (Ioi 0) ∧
      ∫ r in Ioi (0 : ℝ), r * Real.exp (-κ * r) = 1 / κ ^ 2 := by
  have h1 : Tendsto (fun r : ℝ => κ * r * Real.exp (-κ * r)) atTop (𝓝 0) := by
    refine ((Real.tendsto_pow_mul_exp_neg_atTop_nhds_zero 1).comp
      (Filter.Tendsto.const_mul_atTop hκ tendsto_id)).congr fun r => ?_
    simp [Function.comp]
  have hlim := (h1.add (tendsto_screening hκ)).neg.div_const (κ ^ 2)
  rw [add_zero, neg_zero, zero_div] at hlim
  have hd : ∀ r ∈ Ici (0 : ℝ), HasDerivAt
      (fun r : ℝ => -(κ * r * Real.exp (-κ * r) + Real.exp (-κ * r)) / κ ^ 2)
      (r * Real.exp (-κ * r)) r := fun r _ => by
    have he := hasDerivAt_screening κ r
    refine (((((hasDerivAt_id' r).const_mul κ).fun_mul he).fun_add
      he).fun_neg.div_const _).congr_deriv ?_
    rw [div_eq_iff (pow_ne_zero 2 hκ.ne')]
    ring
  have hint := integrableOn_Ioi_deriv_of_nonneg' hd
    (fun r hr => mul_nonneg (le_of_lt hr) (Real.exp_pos _).le) hlim
  refine ⟨hint, ?_⟩
  rw [integral_Ioi_of_hasDerivAt_of_tendsto' hd hint hlim]
  simp [neg_div]
```

## (f) Simplifying the radial integrand

For $q\neq0$ and all real $\kappa$ and $r$, show that

$$r^2v_\kappa(r)\,\mathrm{sinc}(qr)=\frac{e^{-\kappa r}\sin(qr)}{q}.$$

**Solution.** For $r\ne0$ the left side is $r^2\cdot\dfrac{e^{-\kappa r}}{r}\cdot\dfrac{\sin qr}{qr}$, and the powers of $r$ cancel. At $r=0$ the quotient defining $v_\kappa$ has no mathematical value; Lean sets division by zero to 0, and with that convention both sides are zero. Lean makes the same split, with `field_simp` doing the cancellation.

```lean
/-- For `q ≠ 0` the radial Fourier integrand of the Yukawa potential is a damped sine
divided by `q`. -/
theorem yukawa_integrand (κ : ℝ) {q : ℝ} (hq : q ≠ 0) (r : ℝ) :
    r ^ 2 * yukawa κ r * Real.sinc (q * r) = Real.exp (-κ * r) * Real.sin (q * r) / q := by
  rcases eq_or_ne r 0 with rfl | hr
  · simp
  · rw [yukawa, Real.sinc_of_ne_zero (mul_ne_zero hq hr)]
    field_simp
```

## (g) The transform at every wave number

For $\kappa>0$ and every real $q$, show that the radial integral converges absolutely and that

$$\hat v_\kappa(q)=\frac{4\pi}{q^2+\kappa^2}.$$

**Solution.** For $q\neq0$, parts (f) and (d) give

$$\hat v_\kappa(q)=4\pi\cdot\frac1q\cdot\frac{q}{q^2+\kappa^2}.$$

For $q=0$ the sinc factor is 1, the integrand is $re^{-\kappa r}$, and part (e) gives $4\pi/\kappa^2$. The Lean proof has the same two branches.

For a lattice-periodic charge density interacting through this potential, the energy per cell is a sum over reciprocal lattice vectors, with the formula evaluated at the length $q$ of each vector. The term of the zero vector is finite.

```lean
/-- The radial Fourier integral of the Yukawa potential converges absolutely at every real
wave number `q`, and the transform is `4π / (q² + κ²)`. -/
theorem radialFourier_yukawa {κ : ℝ} (hκ : 0 < κ) (q : ℝ) :
    IntegrableOn (fun r : ℝ => r ^ 2 * yukawa κ r * Real.sinc (q * r)) (Ioi 0) ∧
      radialFourier (yukawa κ) q = 4 * π / (q ^ 2 + κ ^ 2) := by
  have hD : q ^ 2 + κ ^ 2 ≠ 0 := by positivity
  rcases eq_or_ne q 0 with rfl | hq
  · have hfun : (fun r : ℝ => r ^ 2 * yukawa κ r * Real.sinc (0 * r))
        = fun r => r * Real.exp (-κ * r) := by
      funext r
      rcases eq_or_ne r 0 with rfl | hr
      · simp
      · rw [zero_mul, Real.sinc_zero, yukawa]
        field_simp
    obtain ⟨hi, hv⟩ := integral_screening_moment hκ
    rw [radialFourier, hfun, hv]
    exact ⟨hi, by simp [div_eq_mul_inv]⟩
  · obtain ⟨hi, hv⟩ := integral_damped_sine hκ q
    rw [radialFourier, funext (yukawa_integrand κ hq), integral_div, hv]
    exact ⟨Integrable.div_const hi q, by field_simp⟩
```

## (h) Screening as division by a dielectric function

For $\kappa>0$ and $q\ne0$, show that

$$\hat v_\kappa(q)=\frac{4\pi/q^2}{\varepsilon(q)}.$$

**Solution.** Since $q^2\varepsilon(q)=q^2(1+\kappa^2/q^2)=q^2+\kappa^2$, the right side is the result of (g). This product is `h` in the proof.

```lean
/-- At `q ≠ 0` the transform of the Yukawa potential is the bare `4π / q²` divided by the
Thomas-Fermi dielectric function. -/
theorem radialFourier_eq_bare_div_dielectric {κ q : ℝ} (hκ : 0 < κ) (hq : q ≠ 0) :
    radialFourier (yukawa κ) q = 4 * π / q ^ 2 / dielectric κ q := by
  have h : q ^ 2 * (1 + κ ^ 2 / q ^ 2) = q ^ 2 + κ ^ 2 := by field_simp
  rw [(radialFourier_yukawa hκ q).2, dielectric, div_div, h]
```

## (i) Switching the screening off

For fixed $q\neq0$, show that

$$\lim_{\kappa\to0^+}\hat v_\kappa(q)=\frac{4\pi}{q^2}.$$

**Solution.** The expression $4\pi/(q^2+\kappa^2)$ is continuous at $\kappa=0$, because its denominator there is $q^2\neq0$. For $\kappa>0$ it equals the transform, so the transform has the same limit.

The filter `𝓝[>] 0` encodes the approach from positive $\kappa$. `hc` is the continuity, and `congr'` replaces the formula by the transform.

```lean
/-- As the screening is switched off, `κ → 0+`, the transform of the Yukawa potential at
`q ≠ 0` tends to `4π / q²`. -/
theorem tendsto_bare_coulomb {q : ℝ} (hq : q ≠ 0) :
    Tendsto (fun κ => radialFourier (yukawa κ) q) (𝓝[>] 0) (𝓝 (4 * π / q ^ 2)) := by
  have hc : ContinuousAt (fun κ : ℝ => 4 * π / (q ^ 2 + κ ^ 2)) 0 := by
    apply ContinuousAt.div (by fun_prop) (by fun_prop)
    simpa using hq
  have h := hc.tendsto.mono_left (nhdsWithin_le_nhds (s := Ioi 0))
  simp only [ne_eq, OfNat.ofNat_ne_zero, not_false_eq_true, zero_pow, add_zero] at h
  refine h.congr' ?_
  filter_upwards [self_mem_nhdsWithin] with κ hκ
  exact (radialFourier_yukawa hκ q).2.symm
```

## (j) The Coulomb integral with a cut-off

For $q\ne0$ and real $R$, show that

$$C(q,R)=\frac{4\pi}{q^2}\,(1-\cos qR).$$

**Solution.** By (f) with $\kappa=0$ the integrand is $\sin(qr)/q$, which has the antiderivative $-\cos(qr)/q^2$. Its difference between $R$ and $0$ is $(1-\cos qR)/q^2$.

The finite interval matters in Lean, which assigns the value 0 to an integral that does not converge absolutely; `radialFourier (yukawa 0) q` would therefore not represent the Coulomb transform.

Periodic codes can use this expression as the kernel of a spherically truncated Coulomb interaction. For fixed $R$ it tends to the finite value $2\pi R^2$ as $q\to0$.

```lean
/-- The Coulomb integral cut off at radius `R` is `4π / q²` times `1 - cos (q R)`. -/
theorem truncatedCoulomb_eq {q : ℝ} (hq : q ≠ 0) (R : ℝ) :
    truncatedCoulomb q R = 4 * π / q ^ 2 * (1 - Real.cos (q * R)) := by
  have hd : ∀ r ∈ uIcc 0 R, HasDerivAt (fun r : ℝ => -Real.cos (q * r) / q ^ 2)
      (Real.exp (-0 * r) * Real.sin (q * r) / q) r := fun r _ => by
    refine (((hasDerivAt_id' r).const_mul q).cos.fun_neg.div_const _).congr_deriv ?_
    rw [neg_zero, zero_mul, Real.exp_zero]
    field_simp
  rw [truncatedCoulomb, funext (yukawa_integrand 0 hq),
    intervalIntegral.integral_eq_sub_of_hasDerivAt hd
      (Continuous.intervalIntegrable (by fun_prop) _ _), mul_zero, Real.cos_zero]
  ring
```

## (k) Removing the cut-off

For $q>0$, show that $C(q,R)$ has no limit as $R\to\infty$.

**Solution.** Let $n$ run through the natural numbers. At the radii $R=2\pi n/q$ the cosine is 1 and $C=0$. At $R=(2\pi n+\pi)/q$ it is $-1$ and $C=8\pi/q^2$. Both sequences of radii grow without bound, so a limit $L$ would have to equal both values, which is impossible. At fixed $q$, the bare $4\pi/q^2$ is thus the limit of vanishing screening in (i), not the limit of a growing sharp cut-off.

In Lean, `e0` and `e1` are the two values forced on $L$ by uniqueness of limits, and `linarith` derives the contradiction.

```lean
/-- Without screening the cut-off integral has no limit as the cut-off radius grows. -/
theorem truncatedCoulomb_no_limit {q : ℝ} (hq : 0 < q) :
    ¬ ∃ L, Tendsto (truncatedCoulomb q) atTop (𝓝 L) := by
  rintro ⟨L, hL⟩
  have hx : ∀ x : ℝ, q * (x / q) = x := fun x => by field_simp
  have hn : Tendsto (fun n : ℕ => (n : ℝ) * (2 * π)) atTop atTop :=
    tendsto_natCast_atTop_atTop.atTop_mul_const Real.two_pi_pos
  -- radii with `cos (q R) = 1` and radii with `cos (q R) = -1` give different limits
  have e0 : L = 0 := by
    refine tendsto_nhds_unique (hL.comp (hn.atTop_div_const hq))
      (tendsto_const_nhds.congr fun n => ?_)
    rw [Function.comp_apply, truncatedCoulomb_eq hq.ne', hx, Real.cos_nat_mul_two_pi,
      sub_self, mul_zero]
  have e1 : L = 4 * π / q ^ 2 * (1 - -1) := by
    refine tendsto_nhds_unique
      (hL.comp ((tendsto_atTop_add_const_right _ π hn).atTop_div_const hq))
      (tendsto_const_nhds.congr fun n => ?_)
    rw [Function.comp_apply, truncatedCoulomb_eq hq.ne', hx, Real.cos_nat_mul_two_pi_add_pi]
  have hpos : 0 < 4 * π / q ^ 2 := by positivity
  linarith

end

end YukawaFourier
```

```lean
#print axioms YukawaFourier.radialFourier_yukawa
-- 'YukawaFourier.radialFourier_yukawa' depends on axioms: [propext, Classical.choice, Quot.sound]
#print axioms YukawaFourier.radialFourier_eq_bare_div_dielectric
-- 'YukawaFourier.radialFourier_eq_bare_div_dielectric' depends on axioms: [propext, Classical.choice, Quot.sound]
#print axioms YukawaFourier.tendsto_bare_coulomb
-- 'YukawaFourier.tendsto_bare_coulomb' depends on axioms: [propext, Classical.choice, Quot.sound]
#print axioms YukawaFourier.truncatedCoulomb_no_limit
-- 'YukawaFourier.truncatedCoulomb_no_limit' depends on axioms: [propext, Classical.choice, Quot.sound]
```
